# The double residue of a coupled three-resonance response term diverges as the third resonance approaches the gap between the other two

## Why does a third state blow up my transition moment?

I get the transition moment between two excited states $a$ and $b$ from the double residue of a quadratic response function, at incoming frequencies $x=-\omega_a$ and $y=\omega_b$. At some molecular geometries the result becomes enormous. Each time, a third excitation energy $\omega_c$ lies close to $|\omega_b-\omega_a|$, although I never asked about state $c$. Is my residue extraction unstable, or is the divergence in the formula?

## The pole sits in the sum-frequency factor

It can come from the formula. Consider one term with a fixed coupling $K\neq0$ and positive resonances (in units with $\hbar=1$):

$$F(x,y)=K\,L_a(x)\,L_b(y)\,L_c(x+y),\qquad L_j(w)=\frac{1}{\omega_j^2-w^2}.$$

Here $K$ stands for the dipole and nonlinear coupling strengths that join the three resonances. Factoring the first two denominators gives

$$(x+\omega_a)L_a(x)=\frac{1}{\omega_a-x}\to\frac{1}{2\omega_a},\qquad (y-\omega_b)L_b(y)=-\frac{1}{\omega_b+y}\to-\frac{1}{2\omega_b}.$$

Meanwhile $x+y\to\omega_b-\omega_a$. If $\omega_c\neq|\omega_b-\omega_a|$, the third factor stays regular, and the limits multiply to

$$R=-\frac{K}{4\omega_a\omega_b\left(\omega_c^2-(\omega_b-\omega_a)^2\right)}.$$

As $\omega_c\to|\omega_b-\omega_a|$, the bracket tends to zero and $|R|\to\infty$. The exact transition moment is a matrix element between $a$ and $b$, and an energy match with $c$ alone gives it no reason to diverge; hence the name "spurious pole".

Exactly at resonance, no finite double residue exists. Write $\Delta=\omega_b-\omega_a$, which is nonzero because $\omega_c=|\Delta|>0$, and approach along $x=-\omega_a+t$, $y=\omega_b+t$. Then

$$\omega_c^2-(x+y)^2=\Delta^2-(\Delta+2t)^2=-4t(\Delta+t),$$

which is nonzero for small $t\neq0$. If $t^2F$ had a finite limit, its product with this vanishing quantity would tend to $0$. But that product is $K\,(tL_a)(tL_b)$, which tends to $-K/(4\omega_a\omega_b)\neq0$.

For example, take $\omega_a=1$, $\omega_b=3$, $\omega_c=2$, $K=1$. Along this path

$$t^2F=\frac{1}{4t(2+t)(2-t)(6+t)},$$

which is unbounded as $t\to0$. So without the off-resonance condition a finite double residue need not exist. With $K=0$ and the same frequencies, the double residue exists and is zero, so the nonexistence at resonance does require a nonzero coupling.

In the Lean file, resonances are real, while $x$, $y$ and $K$ are complex. `HasDoubleResidue` says that $(x-x_0)(y-y_0)F(x,y)$ has a joint limit as both variables approach the pole, with $x\neq x_0$ and $y\neq y_0$. This fixes the sign: multiplying by $(\omega_b-y)$ instead would reverse it.

```lean
import Mathlib

open Filter Topology

namespace SpuriousQuadraticPoles

noncomputable section

/-- The undamped Lorentz factor `1 / (ω₀² - w²)` of a resonance `ω₀` at complex frequency `w`,
for `w ≠ ω₀` and `w ≠ -ω₀`. -/
def lorentz (ω₀ : ℝ) (w : ℂ) : ℂ := 1 / ((ω₀ : ℂ) ^ 2 - w ^ 2)

/-- A quadratic-response term: coupling `K` times Lorentz factors at the two incoming
frequencies `x`, `y` and at their sum, away from the zeros of the three denominators. -/
def quadraticTerm (K : ℂ) (ωa ωb ωc : ℝ) (x y : ℂ) : ℂ :=
  K * lorentz ωa x * lorentz ωb y * lorentz ωc (x + y)

/-- `F` has double residue `R` at `(x₀, y₀)`: the product `(x - x₀) (y - y₀) F x y` tends to `R`
as `x` and `y` jointly approach `x₀` and `y₀` with `x ≠ x₀` and `y ≠ y₀`. -/
def HasDoubleResidue (F : ℂ → ℂ → ℂ) (x₀ y₀ R : ℂ) : Prop :=
  Tendsto (fun p : ℂ × ℂ => (p.1 - x₀) * (p.2 - y₀) * F p.1 p.2)
    (𝓝[≠] x₀ ×ˢ 𝓝[≠] y₀) (𝓝 R)

/-- The expression `-K / (4 ωa ωb (ωc² - (ωb - ωa)²))`, for nonzero `ωa`, `ωb` and
`ωc² ≠ (ωb - ωa)²`. -/
def spuriousResidue (K : ℂ) (ωa ωb ωc : ℝ) : ℂ :=
  -K / (4 * (ωa : ℂ) * ωb * ((ωc : ℂ) ^ 2 - ((ωb : ℂ) - ωa) ^ 2))

/-- A function of two frequencies has at most one double residue at a given point. -/
theorem doubleResidue_unique {F : ℂ → ℂ → ℂ} {x₀ y₀ R S : ℂ}
    (hR : HasDoubleResidue F x₀ y₀ R) (hS : HasDoubleResidue F x₀ y₀ S) : R = S :=
  tendsto_nhds_unique hR hS

/-- The Lorentz factor of a positive resonance `ω₀` has residue `1 / (2 ω₀)` at `-ω₀`. -/
theorem lorentz_residue_neg {ω₀ : ℝ} (h : 0 < ω₀) :
    Tendsto (fun x : ℂ => (x - -(ω₀ : ℂ)) * lorentz ω₀ x) (𝓝[≠] (-(ω₀ : ℂ)))
      (𝓝 (1 / (2 * (ω₀ : ℂ)))) := by
  have h0 : (2 * (ω₀ : ℂ)) ≠ 0 := mul_ne_zero two_ne_zero (by exact_mod_cast h.ne')
  have hc : Tendsto (fun x : ℂ => (ω₀ : ℂ) - x) (𝓝[≠] (-(ω₀ : ℂ))) (𝓝 (2 * (ω₀ : ℂ))) :=
    (Continuous.tendsto' (by fun_prop) _ _ (by ring)).mono_left nhdsWithin_le_nhds
  rw [one_div]
  refine (hc.inv₀ h0).congr' ?_
  filter_upwards [self_mem_nhdsWithin] with x hx
  have hx' : x - -(ω₀ : ℂ) ≠ 0 := sub_ne_zero.2 hx
  -- the vanishing factor of the denominator cancels
  rw [lorentz, show (ω₀ : ℂ) ^ 2 - x ^ 2 = (x - -(ω₀ : ℂ)) * ((ω₀ : ℂ) - x) by ring,
    one_div, mul_inv, ← mul_assoc, mul_inv_cancel₀ hx', one_mul]

/-- The Lorentz factor of a positive resonance `ω₀` has residue `-1 / (2 ω₀)` at `ω₀`. -/
theorem lorentz_residue_pos {ω₀ : ℝ} (h : 0 < ω₀) :
    Tendsto (fun x : ℂ => (x - (ω₀ : ℂ)) * lorentz ω₀ x) (𝓝[≠] (ω₀ : ℂ))
      (𝓝 (-1 / (2 * (ω₀ : ℂ)))) := by
  have h0 : -(2 * (ω₀ : ℂ)) ≠ 0 :=
    neg_ne_zero.2 (mul_ne_zero two_ne_zero (by exact_mod_cast h.ne'))
  have hc : Tendsto (fun x : ℂ => -((ω₀ : ℂ) + x)) (𝓝[≠] (ω₀ : ℂ)) (𝓝 (-(2 * (ω₀ : ℂ)))) :=
    (Continuous.tendsto' (by fun_prop) _ _ (by ring)).mono_left nhdsWithin_le_nhds
  rw [show -1 / (2 * (ω₀ : ℂ)) = (-(2 * (ω₀ : ℂ)))⁻¹ by rw [inv_neg, neg_div, one_div]]
  refine (hc.inv₀ h0).congr' ?_
  filter_upwards [self_mem_nhdsWithin] with x hx
  have hx' : x - (ω₀ : ℂ) ≠ 0 := sub_ne_zero.2 hx
  rw [lorentz, show (ω₀ : ℂ) ^ 2 - x ^ 2 = (x - (ω₀ : ℂ)) * (-((ω₀ : ℂ) + x)) by ring,
    one_div, mul_inv, ← mul_assoc, mul_inv_cancel₀ hx', one_mul]

/-- For positive `ωc` different from `|ωb - ωa|`, the detuning `ωc² - (ωb - ωa)²` is nonzero. -/
theorem detuning_ne_zero {ωa ωb ωc : ℝ} (hc : 0 < ωc) (hne : ωc ≠ |ωb - ωa|) :
    (ωc : ℂ) ^ 2 - ((ωb : ℂ) - ωa) ^ 2 ≠ 0 := by
  intro h
  have h' : ωc ^ 2 - (ωb - ωa) ^ 2 = 0 := by exact_mod_cast h
  have habs := (sq_eq_sq_iff_abs_eq_abs ωc (ωb - ωa)).1 (by linarith)
  rw [abs_of_pos hc] at habs
  exact hne habs

/-- For positive resonances with `ωc ≠ |ωb - ωa|`, the quadratic-response term has double residue
`-K / (4 ωa ωb (ωc² - (ωb - ωa)²))` at `x = -ωa`, `y = ωb`. -/
theorem quadraticTerm_doubleResidue (K : ℂ) {ωa ωb ωc : ℝ} (ha : 0 < ωa) (hb : 0 < ωb)
    (hc : 0 < ωc) (hne : ωc ≠ |ωb - ωa|) :
    HasDoubleResidue (quadraticTerm K ωa ωb ωc) (-(ωa : ℂ)) ωb
      (spuriousResidue K ωa ωb ωc) := by
  have hD := detuning_ne_zero hc hne
  have h1 := (lorentz_residue_neg ha).comp
    (tendsto_fst (f := 𝓝[≠] (-(ωa : ℂ))) (g := 𝓝[≠] (ωb : ℂ)))
  have h2 := (lorentz_residue_pos hb).comp
    (tendsto_snd (f := 𝓝[≠] (-(ωa : ℂ))) (g := 𝓝[≠] (ωb : ℂ)))
  -- the sum-frequency factor is regular at the double pole
  have hle : 𝓝[≠] (-(ωa : ℂ)) ×ˢ 𝓝[≠] (ωb : ℂ) ≤ 𝓝 (-(ωa : ℂ), (ωb : ℂ)) := by
    rw [nhds_prod_eq]
    exact Filter.prod_mono nhdsWithin_le_nhds nhdsWithin_le_nhds
  have h3 : Tendsto (fun p : ℂ × ℂ => (ωc : ℂ) ^ 2 - (p.1 + p.2) ^ 2)
      (𝓝[≠] (-(ωa : ℂ)) ×ˢ 𝓝[≠] (ωb : ℂ)) (𝓝 ((ωc : ℂ) ^ 2 - ((ωb : ℂ) - ωa) ^ 2)) :=
    (Continuous.tendsto' (by fun_prop) _ _ (by ring)).mono_left hle
  have h4 := ((h1.mul h2).mul (h3.inv₀ hD)).const_mul K
  have hval : spuriousResidue K ωa ωb ωc = K * (1 / (2 * (ωa : ℂ)) * (-1 / (2 * (ωb : ℂ))) *
      ((ωc : ℂ) ^ 2 - ((ωb : ℂ) - ωa) ^ 2)⁻¹) := by
    unfold spuriousResidue
    generalize (ωc : ℂ) ^ 2 - ((ωb : ℂ) - ωa) ^ 2 = D
    ring
  unfold HasDoubleResidue
  rw [hval]
  refine h4.congr fun p => ?_
  simp only [Function.comp_apply, quadraticTerm]
  rw [show lorentz ωc (p.1 + p.2) = ((ωc : ℂ) ^ 2 - (p.1 + p.2) ^ 2)⁻¹ from one_div _]
  ring

/-- A nonzero displacement tending to zero carries a frequency `z` to punctured neighbours
of `z`. -/
theorem tendsto_shift (z : ℂ) : Tendsto (fun t : ℂ => z + t) (𝓝[≠] 0) (𝓝[≠] z) := by
  refine tendsto_nhdsWithin_iff.2 ⟨(Continuous.tendsto' (by fun_prop) _ _
    (by simp)).mono_left nhdsWithin_le_nhds, ?_⟩
  filter_upwards [self_mem_nhdsWithin] with t ht
  simpa using ht

/-- For nonzero coupling and positive resonances, a finite double residue at `x = -ωa`, `y = ωb`
exists exactly when `ωc ≠ |ωb - ωa|`. -/
theorem exists_doubleResidue_iff {K : ℂ} (hK : K ≠ 0) {ωa ωb ωc : ℝ} (ha : 0 < ωa)
    (hb : 0 < ωb) (hc : 0 < ωc) :
    (∃ R, HasDoubleResidue (quadraticTerm K ωa ωb ωc) (-(ωa : ℂ)) ωb R) ↔
      ωc ≠ |ωb - ωa| := by
  refine ⟨?_, fun h => ⟨_, quadraticTerm_doubleResidue K ha hb hc h⟩⟩
  rintro ⟨R, hR⟩ hres
  unfold HasDoubleResidue at hR
  have ha' : (ωa : ℂ) ≠ 0 := by exact_mod_cast ha.ne'
  have hb' : (ωb : ℂ) ≠ 0 := by exact_mod_cast hb.ne'
  have hd : (ωb : ℂ) - ωa ≠ 0 := by
    intro h
    have h' : ωb - ωa = 0 := by exact_mod_cast h
    rw [h', abs_zero] at hres
    exact hc.ne' hres
  have hsq : (ωc : ℂ) ^ 2 = ((ωb : ℂ) - ωa) ^ 2 := by
    rw [hres]
    exact_mod_cast sq_abs (ωb - ωa)
  -- approach the pole along x = -ωa + t, y = ωb + t
  have hpath := hR.comp ((tendsto_shift (-(ωa : ℂ))).prodMk (tendsto_shift (ωb : ℂ)))
  have hdet : Tendsto (fun t : ℂ => (ωc : ℂ) ^ 2 - (-(ωa : ℂ) + t + ((ωb : ℂ) + t)) ^ 2)
      (𝓝[≠] 0) (𝓝 0) :=
    (Continuous.tendsto' (by fun_prop) _ _ (by rw [hsq]; ring)).mono_left nhdsWithin_le_nhds
  have hfin := (((lorentz_residue_neg ha).comp (tendsto_shift _)).mul
    ((lorentz_residue_pos hb).comp (tendsto_shift _))).const_mul K
  have hfar : ∀ᶠ t in 𝓝[≠] (0 : ℂ), t ≠ -((ωb : ℂ) - ωa) :=
    nhdsWithin_le_nhds (isOpen_ne.mem_nhds (neg_ne_zero.2 hd).symm)
  have heq := tendsto_nhds_unique_of_eventuallyEq (hpath.mul hdet) hfin (by
    filter_upwards [self_mem_nhdsWithin, hfar] with t ht ht2
    have hs : (ωb : ℂ) - ωa + t ≠ 0 := fun h => ht2 (by linear_combination h)
    have hne : (ωc : ℂ) ^ 2 - (-(ωa : ℂ) + t + ((ωb : ℂ) + t)) ^ 2 ≠ 0 := by
      rw [hsq, show ((ωb : ℂ) - ωa) ^ 2 - (-(ωa : ℂ) + t + ((ωb : ℂ) + t)) ^ 2
        = -(4 * t * ((ωb : ℂ) - ωa + t)) by ring]
      have h4 : (4 : ℂ) ≠ 0 := by norm_num
      have ht0 : t ≠ 0 := ht
      exact neg_ne_zero.2 (mul_ne_zero (mul_ne_zero h4 ht0) hs)
    have hL : lorentz ωc (-(ωa : ℂ) + t + ((ωb : ℂ) + t)) *
        ((ωc : ℂ) ^ 2 - (-(ωa : ℂ) + t + ((ωb : ℂ) + t)) ^ 2) = 1 :=
      one_div_mul_cancel hne
    simp only [Function.comp_apply, quadraticTerm]
    linear_combination (K * (-(ωa : ℂ) + t - -(ωa : ℂ)) * lorentz ωa (-(ωa : ℂ) + t) *
      ((ωb : ℂ) + t - ωb) * lorentz ωb ((ωb : ℂ) + t)) * hL)
  -- zero would equal the nonzero product of the single residues
  rw [mul_zero] at heq
  exact absurd heq.symm (by simp [hK, ha', hb'])

/-- For nonzero coupling and positive `ωa`, `ωb`, the modulus of `spuriousResidue` diverges as
`ωc` tends to `|ωb - ωa|` through positive values different from it. -/
theorem spuriousResidue_diverges {K : ℂ} (hK : K ≠ 0) {ωa ωb : ℝ} (ha : 0 < ωa)
    (hb : 0 < ωb) :
    Tendsto (fun ωc : ℝ => ‖spuriousResidue K ωa ωb ωc‖)
      (𝓝[{w | 0 < w ∧ w ≠ |ωb - ωa|}] |ωb - ωa|) atTop := by
  have ha' : (ωa : ℂ) ≠ 0 := by exact_mod_cast ha.ne'
  have hb' : (ωb : ℂ) ≠ 0 := by exact_mod_cast hb.ne'
  have hsq : ((|ωb - ωa| : ℝ) : ℂ) ^ 2 = ((ωb : ℂ) - ωa) ^ 2 := by
    exact_mod_cast sq_abs (ωb - ωa)
  -- the reciprocal modulus tends to zero from above
  have hg : Tendsto
      (fun w : ℝ => ‖4 * (ωa : ℂ) * ωb * ((w : ℂ) ^ 2 - ((ωb : ℂ) - ωa) ^ 2) / K‖)
      (𝓝[{w | 0 < w ∧ w ≠ |ωb - ωa|}] |ωb - ωa|) (𝓝[>] 0) := by
    refine tendsto_nhdsWithin_iff.2 ⟨(Continuous.tendsto' (by fun_prop) _ _ (by
      simp only [hsq, sub_self, mul_zero, zero_div, norm_zero])).mono_left
        nhdsWithin_le_nhds, ?_⟩
    filter_upwards [self_mem_nhdsWithin] with w hw
    exact norm_pos_iff.2 (div_ne_zero (mul_ne_zero (mul_ne_zero
      (mul_ne_zero (by norm_num : (4 : ℂ) ≠ 0) ha') hb') (detuning_ne_zero hw.1 hw.2)) hK)
  refine (tendsto_inv_nhdsGT_zero.comp hg).congr fun w => ?_
  simp only [Function.comp_apply, spuriousResidue]
  rw [norm_div, norm_div, norm_neg, inv_div]

end

end SpuriousQuadraticPoles
```

```lean
#print axioms SpuriousQuadraticPoles.doubleResidue_unique
#print axioms SpuriousQuadraticPoles.quadraticTerm_doubleResidue
#print axioms SpuriousQuadraticPoles.exists_doubleResidue_iff
#print axioms SpuriousQuadraticPoles.spuriousResidue_diverges
```

```
'SpuriousQuadraticPoles.doubleResidue_unique' depends on axioms: [propext, Classical.choice, Quot.sound]
'SpuriousQuadraticPoles.quadraticTerm_doubleResidue' depends on axioms: [propext, Classical.choice, Quot.sound]
'SpuriousQuadraticPoles.exists_doubleResidue_iff' depends on axioms: [propext, Classical.choice, Quot.sound]
'SpuriousQuadraticPoles.spuriousResidue_diverges' depends on axioms: [propext, Classical.choice, Quot.sound]
```

`quadraticTerm_doubleResidue` gives the value $R$, called `spuriousResidue`, and `doubleResidue_unique` shows that no other value is possible. `exists_doubleResidue_iff` says that, for $K\neq0$, a finite double residue exists exactly off resonance. `spuriousResidue_diverges` lets $\omega_c$ approach the gap through positive values different from it. This includes $\omega_a=\omega_b$, where $\omega_c$ tends to zero from above.

The two `lorentz_residue` lemmas cancel the vanishing factor and take the limit of what remains. `detuning_ne_zero` turns the condition on $\omega_c$ into a nonzero denominator, so that `h3.inv₀ hD` gives the limit of the third factor; `h4` multiplies all the limits.

For the converse, `tendsto_shift` supplies the path in $t$. `hpath` is the supposed finite limit, `hdet` the vanishing denominator and `hfin` the product of single residues. Uniqueness of limits then yields the contradiction in `heq`. For the divergence, `hg` shows that $1/|R|$ tends to zero from above, and inversion sends $|R|$ to infinity.

For your calculation, this means that a careful residue extraction can still return a huge number if the response function contains such a term. The model is a single undamped term with constant $K$. In a full response function, $K$ may change with geometry and other terms may cancel the pole, so compare $\omega_c$ with $|\omega_b-\omega_a|$ and inspect the sum of contributions before blaming the numerics.
